# Scatterers g at diamond's bond midpoints give F(222) = −16ig and leave F(200) = 0

## A periodic grid, its Fourier sum and the diamond symmetry

Here F is the structure factor of one cubic cell, which holds sixteen bond midpoints, each with a point scatterer of strength g. The origin is at an atom that has a neighbour at (1,1,1)/4 of the cubic cell. The factor −i in F(222) depends on this choice and on the plus sign used in the Fourier exponent; the modulus 16|g| does not.

Let m be a positive integer. Divide each edge of the cubic cell into 8m steps and count the coordinates x, y, z in these steps, modulo 8m. Translations by whole cell edges are then built in (these are the lattice translations meant in the code comment below; the fcc centrings are imposed separately). A quarter of the edge is 2m, and half is 4m.

```lean
import Mathlib

open Finset

namespace DiamondBondScatterers

noncomputable section

instance gridNeZero (m : ℕ) [NeZero m] : NeZero (8 * m) :=
  ⟨Nat.mul_ne_zero (by norm_num) (NeZero.ne m)⟩

/-- Points of the cubic cell with coordinates in units of `1/(8m)` of the cell edge,
taken modulo lattice translations. -/
abbrev Grid (m : ℕ) := ZMod (8 * m) × ZMod (8 * m) × ZMod (8 * m)
```

The reflection hkl has the following phase at a grid point:

exp(2πi(hx + ky + lz)/(8m)).

In Lean, `ZMod.stdAddChar` is the map j ↦ exp(2πi j/(8m)).

```lean
/-- The phase factor `exp(2πi(hx + ky + lz)/(8m))` of the reflection `hkl` at the grid point `(x, y,
z)`, with coordinates counted in grid steps. -/
def phase {m : ℕ} [NeZero m] (h k l : ℤ) (r : Grid m) : ℂ :=
  ZMod.stdAddChar ((h : ZMod (8 * m)) * r.1 + (k : ZMod (8 * m)) * r.2.1
    + (l : ZMod (8 * m)) * r.2.2)
```

The structure factor of a complex density ρ is the sum over one cubic cell, with a plus sign in the exponent and no volume factor:

F(hkl) = Σ ρ(x,y,z) exp(2πi(hx + ky + lz)/(8m)).

```lean
/-- The structure factor `F(hkl)` of a scattering density on the grid. -/
def structureFactor {m : ℕ} [NeZero m] (ρ : Grid m → ℂ) (h k l : ℤ) : ℂ :=
  ∑ r, ρ r * phase h k l r
```

With an atom at the origin, the space group Fd-3m is generated by translations along the cell edges, two fcc centrings, a twofold axis, a threefold axis, a diagonal mirror and inversion through the bond midpoint (1,1,1)/8. `DiamondSymmetric` requires invariance under each generator, and hence under the whole group.

```lean
/-- Invariance under generators of the diamond space group, with an atom at the origin. -/
structure DiamondSymmetric {m : ℕ} {α : Type} (ρ : Grid m → α) : Prop where
  centringX : ∀ x y z, ρ (x, y + 4 * (m : ZMod (8 * m)), z + 4 * (m : ZMod (8 * m))) = ρ (x, y, z)
  centringY : ∀ x y z, ρ (x + 4 * (m : ZMod (8 * m)), y, z + 4 * (m : ZMod (8 * m))) = ρ (x, y, z)
  twofold : ∀ x y z, ρ (-x, -y, z) = ρ (x, y, z)
  threefold : ∀ x y z, ρ (z, x, y) = ρ (x, y, z)
  mirror : ∀ x y z, ρ (y, x, z) = ρ (x, y, z)
  inversion : ∀ x y z, ρ (2 * (m : ZMod (8 * m)) - x, 2 * (m : ZMod (8 * m)) - y,
    2 * (m : ZMod (8 * m)) - z) = ρ (x, y, z)
```

A reflection counts as a space-group absence if it vanishes for every such density on every such grid.

```lean
/-- The reflection `hkl` vanishes for every density, on every grid, that has the
diamond space-group symmetry. -/
def SpaceGroupAbsent (h k l : ℤ) : Prop :=
  ∀ (m : ℕ) [NeZero m] (ρ : Grid m → ℂ), DiamondSymmetric ρ → structureFactor ρ h k l = 0
```

This covers point scatterers at grid positions, but not continuous densities. A model with integrable densities and Fourier integrals would include those, and the glide argument below would become a change of variables. Point scatterers would no longer be functions, however, so the 222 example would need scatterers of finite width.

## Atoms and bond midpoints in eighths of the cell

The crystal itself fits on the grid with m = 1. Its sites are two atoms and four bond midpoints, each repeated by four centring translations.

```lean
/-- The point `(x, y, z)/8` of the cubic cell. -/
def eighths (x y z : ℤ) : Grid 1 := ((x : ZMod (8 * 1)), (y : ZMod (8 * 1)), (z : ZMod (8 * 1)))

/-- The four fcc centring translations. -/
def centring : Fin 4 → Grid 1 :=
  ![eighths 0 0 0, eighths 0 4 4, eighths 4 0 4, eighths 4 4 0]

/-- The two diamond atoms, at `0` and `(1,1,1)/4`. -/
def atomSite : Fin 2 → Grid 1 := ![eighths 0 0 0, eighths 2 2 2]

/-- The midpoints of the four bonds of the atom at the origin. -/
def bondSite : Fin 4 → Grid 1 :=
  ![eighths 1 1 1, eighths 1 (-1) (-1), eighths (-1) 1 (-1), eighths (-1) (-1) 1]
```

`occupancy` counts the scatterers at a point, and `crystal f g` gives atoms the weight f and midpoints the weight g.

```lean
/-- The number of scatterers at `r` when the sites `s` are repeated by fcc centring. -/
def occupancy {n : ℕ} (s : Fin n → Grid 1) (r : Grid 1) : ℕ :=
  ∑ i, ∑ j, if r = s i + centring j then 1 else 0

/-- Diamond with scatterers `f` on the atoms and `g` on the bond midpoints. -/
def crystal (f g : ℂ) (r : Grid 1) : ℂ :=
  f * (occupancy atomSite r : ℂ) + g * (occupancy bondSite r : ℂ)
```

## The d glide removes 200

The twofold axis followed by the inversion is a d glide:

(x, y, z) → (x + 2m, y + 2m, 2m − z).

It leaves ρ unchanged. For l = 0 the phase does not depend on z, so the glide multiplies it by exp(2πi·2m(h+k)/(8m)) = i^(h+k). Since the glide only permutes the grid points,

F(hk0) = i^(h+k) F(hk0).

If 4 does not divide h + k, the factor differs from 1 and F(hk0) = 0. In the proof, `e` is the glide, `step` the change of each term, `key` the reindexed sum and `hne` the statement that the factor is not 1.

```lean
/-- The d glide makes `F(hk0)` vanish unless `h + k` is divisible by four. -/
theorem glide_absence {h k : ℤ} (hk : ¬ (4 : ℤ) ∣ h + k) : SpaceGroupAbsent h k 0 := by
  intro m _ ρ hρ
  let q : ZMod (8 * m) := 2 * (m : ZMod (8 * m))
  let e : Grid m ≃ Grid m :=
    (Equiv.addRight q).prodCongr ((Equiv.addRight q).prodCongr (Equiv.subLeft q))
  let d : ZMod (8 * m) := ((2 * (m : ℤ) * (h + k) : ℤ) : ZMod (8 * m))
  -- the glide multiplies each term of the Fourier sum by a fixed phase
  have step : ∀ r : Grid m, ρ (e r) * phase h k 0 (e r)
      = ZMod.stdAddChar d * (ρ r * phase h k 0 r) := by
    rintro ⟨x, y, z⟩
    have h1 : ρ (x + q, y + q, q - z) = ρ (x, y, z) := by
      have h2 := (hρ.inversion (-x) (-y) z).trans (hρ.twofold x y z)
      rw [← h2]
      congr 2
      · simp only [q]; ring
      · congr 1
        simp only [q]; ring
    have h3 : phase h k 0 (x + q, y + q, q - z)
        = ZMod.stdAddChar d * phase h k 0 (x, y, z) := by
      simp only [phase]
      rw [← AddChar.map_add_eq_mul]
      congr 1
      simp only [q, d]
      push_cast
      ring
    change ρ (x + q, y + q, q - z) * phase h k 0 (x + q, y + q, q - z) = _
    rw [h1, h3]
    ring
  have key := Equiv.sum_comp e (fun r => ρ r * phase h k 0 r)
  rw [Finset.sum_congr rfl (fun r _ => step r), ← Finset.mul_sum] at key
  -- this phase differs from one
  have hne : (ZMod.stdAddChar d : ℂ) ≠ 1 := by
    intro h1
    have hd : d = 0 := ZMod.injective_stdAddChar (h1.trans (AddChar.map_zero_eq_one _).symm)
    obtain ⟨t, ht⟩ := (CharP.intCast_eq_zero_iff (ZMod (8 * m)) (8 * m) _).1 hd
    push_cast at ht
    have hm : (2 * (m : ℤ)) ≠ 0 :=
      mul_ne_zero two_ne_zero (Int.natCast_ne_zero.2 (NeZero.ne m))
    exact hk ⟨t, mul_left_cancel₀ hm (by linear_combination ht)⟩
  have h0 : (ZMod.stdAddChar d - 1) * structureFactor ρ h k 0 = 0 := by
    unfold structureFactor
    linear_combination key
  exact (mul_eq_zero.1 h0).resolve_left (sub_ne_zero.2 hne)
```

To apply this to the decorated crystal, we need its symmetry. Each generator maps atoms to atoms and midpoints to midpoints. `decide +kernel` checks this for the integer occupancies at all 512 grid points, and the result carries over to any f and g.

```lean
/-- The decorated crystal has the diamond space-group symmetry for all `f` and `g`. -/
theorem crystal_symmetric (f g : ℂ) : DiamondSymmetric (crystal f g) := by
  have hA : DiamondSymmetric (occupancy atomSite) := by constructor <;> decide +kernel
  have hB : DiamondSymmetric (occupancy bondSite) := by constructor <;> decide +kernel
  constructor <;> intro x y z
  · simp only [crystal, hA.centringX x y z, hB.centringX x y z]
  · simp only [crystal, hA.centringY x y z, hB.centringY x y z]
  · simp only [crystal, hA.twofold x y z, hB.twofold x y z]
  · simp only [crystal, hA.threefold x y z, hB.threefold x y z]
  · simp only [crystal, hA.mirror x y z, hB.mirror x y z]
  · simp only [crystal, hA.inversion x y z, hB.inversion x y z]
```

## The bond scatterers add in phase at 222

The phase of a site displaced by a centring translation is a product:

phase(r + s) = phase(r) · phase(s).

```lean
/-- The phase of a displaced point is the product of the two phases. -/
theorem phase_add (h k l : ℤ) (r s : Grid 1) :
    phase h k l (r + s) = phase h k l r * phase h k l s := by
  simp only [phase]
  rw [← AddChar.map_add_eq_mul]
  congr 1
  simp only [Prod.fst_add, Prod.snd_add]
  ring
```

For indices (2a, 2b, 2c), the phase at (x,y,z)/8 is

exp(2πi·2(ax + by + cz)/8) = i^(ax+by+cz).

```lean
/-- For even indices, the phase at a point given in eighths is a power of `i`. -/
theorem phase_even (a b c x y z : ℤ) :
    phase (2 * a) (2 * b) (2 * c) (eighths x y z) = Complex.I ^ (a * x + b * y + c * z) := by
  have hI : Complex.exp ((Real.pi : ℂ) / 2 * Complex.I) = Complex.I := by
    rw [Complex.exp_mul_I, Complex.cos_pi_div_two, Complex.sin_pi_div_two, zero_add, one_mul]
  have harg : ((2 * a : ℤ) : ZMod (8 * 1)) * (x : ZMod (8 * 1))
      + ((2 * b : ℤ) : ZMod (8 * 1)) * (y : ZMod (8 * 1))
      + ((2 * c : ℤ) : ZMod (8 * 1)) * (z : ZMod (8 * 1))
      = ((2 * (a * x + b * y + c * z) : ℤ) : ZMod (8 * 1)) := by
    push_cast
    ring
  simp only [phase, eighths]
  rw [harg, ZMod.stdAddChar_coe]
  conv_rhs => rw [← hI, ← Complex.exp_int_mul]
  congr 1
  push_cast
  ring
```

Exchanging the order of summation turns the Fourier sum over the grid into a sum over sites and their centred copies.

```lean
/-- The Fourier sum of centred sites is the sum of the phases of all their copies. -/
theorem sum_occupancy {n : ℕ} (s : Fin n → Grid 1) (h k l : ℤ) :
    ∑ r, (occupancy s r : ℂ) * phase h k l r = ∑ i, ∑ j, phase h k l (s i + centring j) := by
  simp only [occupancy, Nat.cast_sum, Finset.sum_mul]
  rw [Finset.sum_comm]
  refine Finset.sum_congr rfl fun i _ => ?_
  rw [Finset.sum_comm]
  refine Finset.sum_congr rfl fun j _ => ?_
  simp only [Nat.cast_ite, Nat.cast_one, Nat.cast_zero, ite_mul, one_mul, zero_mul,
    Finset.sum_ite_eq', Finset.mem_univ, if_true]
```

Now let a, b, c be odd.

- The centring phases are 1, because their exponents, such as 4(b+c), are multiples of 4.
- The atoms have phases 1 and i^(2(a+b+c)) = −1, since a + b + c is odd.
- The midpoint exponents differ from a + b + c by amounts such as 2(b+c), again multiples of 4, so all four phases equal i^(a+b+c).

Hence

F = 4[f(1 − 1) + 4g i^(a+b+c)] = 16g i^(a+b+c).

The facts `cen`, `a0`, `a1` and `bond` record these phases, and `per` reduces exponents modulo 4.

```lean
/-- When all three indices are twice an odd number, the atoms cancel and the sixteen
bond scatterers of the cell add in phase. -/
theorem structureFactor_twice_odd (f g : ℂ) {a b c : ℤ} (ha : Odd a) (hb : Odd b) (hc : Odd c) :
    structureFactor (crystal f g) (2 * a) (2 * b) (2 * c)
      = 16 * g * Complex.I ^ (a + b + c) := by
  obtain ⟨p, hp⟩ := ha
  obtain ⟨q, hq⟩ := hb
  obtain ⟨r, hr⟩ := hc
  -- powers of i depend on the exponent modulo four
  have per : ∀ n n' t : ℤ, n = n' + 4 * t → Complex.I ^ n = Complex.I ^ n' := by
    intro n n' t hn
    have h4 : Complex.I ^ (4 : ℤ) = 1 := (zpow_natCast Complex.I 4).trans Complex.I_pow_four
    rw [hn, zpow_add₀ Complex.I_ne_zero, zpow_mul, h4, one_zpow, mul_one]
  have h2 : Complex.I ^ (2 : ℤ) = -1 := (zpow_natCast Complex.I 2).trans Complex.I_sq
  have cen : ∀ j, phase (2 * a) (2 * b) (2 * c) (centring j) = 1 := by
    intro j
    rw [← zpow_zero Complex.I]
    fin_cases j
    · exact (phase_even a b c 0 0 0).trans (per _ _ 0 (by ring))
    · exact (phase_even a b c 0 4 4).trans (per _ _ (b + c) (by ring))
    · exact (phase_even a b c 4 0 4).trans (per _ _ (a + c) (by ring))
    · exact (phase_even a b c 4 4 0).trans (per _ _ (a + b) (by ring))
  have a0 : phase (2 * a) (2 * b) (2 * c) (atomSite 0) = 1 := cen 0
  have a1 : phase (2 * a) (2 * b) (2 * c) (atomSite 1) = -1 :=
    (phase_even a b c 2 2 2).trans ((per _ 2 (p + q + r + 1) (by rw [hp, hq, hr]; ring)).trans h2)
  have bond : ∀ i, phase (2 * a) (2 * b) (2 * c) (bondSite i) = Complex.I ^ (a + b + c) := by
    intro i
    fin_cases i
    · exact (phase_even a b c 1 1 1).trans (per _ _ 0 (by ring))
    · exact (phase_even a b c 1 (-1) (-1)).trans
        (per _ _ (-(q + r + 1)) (by rw [hq, hr]; ring))
    · exact (phase_even a b c (-1) 1 (-1)).trans
        (per _ _ (-(p + r + 1)) (by rw [hp, hr]; ring))
    · exact (phase_even a b c (-1) (-1) 1).trans
        (per _ _ (-(p + q + 1)) (by rw [hp, hq]; ring))
  simp only [structureFactor, crystal, add_mul, mul_assoc, Finset.sum_add_distrib,
    ← Finset.mul_sum, sum_occupancy, phase_add, cen, bond, mul_one, Finset.sum_const,
    Finset.card_univ, Fintype.card_fin, nsmul_eq_mul, Fin.sum_univ_two, a0, a1]
  push_cast
  ring
```

Take f = 5.8 and g = 0.1; with two bonds per atom, this amounts to 5.8 + 2·0.1 = 6 electrons per carbon atom. At 222, the atoms give 4·5.8·(1 − 1) = 0 and the midpoints 16·0.1·i³ = −1.6i. At 200, the atoms again cancel, and the midpoint phases i, i, −i, −i sum to zero.

## Two different reasons for a zero

Setting a = b = c = 1 gives F(222) = −16ig, which vanishes for point atoms alone, g = 0. The choice f = 0, g = 1 leaves scatterers only at the midpoints. It is not a physical diamond, but it has the full symmetry and F(222) ≠ 0, so 222 is not a space-group absence. The 200 reflection is one, by the glide. For electronic structure, this means that a 222 amplitude can register charge accumulated in the bonds, idealised here as static point scatterers.

```lean
/-- With bond scatterers `g`, `F(222) = -16ig` and `F(200) = 0`. The 200 reflection is a space-group
absence; the 222 reflection is not, although it vanishes for point atoms alone (`g = 0`). -/
theorem absence_222_not_space_group :
    (∀ f g : ℂ, structureFactor (crystal f g) 2 2 2 = -16 * Complex.I * g) ∧
    (∀ f g : ℂ, structureFactor (crystal f g) 2 0 0 = 0) ∧
    (∀ f : ℂ, structureFactor (crystal f 0) 2 2 2 = 0) ∧
    SpaceGroupAbsent 2 0 0 ∧ ¬ SpaceGroupAbsent 2 2 2 := by
  have h222 : ∀ f g : ℂ, structureFactor (crystal f g) 2 2 2 = -16 * Complex.I * g := by
    intro f g
    have h := structureFactor_twice_odd f g odd_one odd_one odd_one
    have h3 : Complex.I ^ (1 + 1 + 1 : ℤ) = Complex.I ^ 3 := zpow_natCast Complex.I 3
    rw [h3, mul_one] at h
    rw [h]
    linear_combination 16 * g * Complex.I * Complex.I_sq
  have h200 : SpaceGroupAbsent 2 0 0 := glide_absence (by norm_num)
  refine ⟨h222, fun f g => h200 1 _ (crystal_symmetric f g), fun f => ?_, h200, fun h => ?_⟩
  · rw [h222, mul_zero]
  · -- scatterers at the bond midpoints alone (`f = 0`, `g = 1`) are the counterexample
    have h1 := h 1 _ (crystal_symmetric 0 1)
    rw [h222] at h1
    simp at h1

end

end DiamondBondScatterers
```

```lean
#print axioms DiamondBondScatterers.absence_222_not_space_group
```

```
'DiamondBondScatterers.absence_222_not_space_group' depends on axioms: [propext, Classical.choice, Quot.sound]
```
